# Repeated commutators with a Hermitian n × n Hamiltonian span at most n² − n + 1 dimensions

An observable $O$ of an $n$-level system with a time-independent Hamiltonian $H$ evolves in the Heisenberg picture, with $\hbar=1$, as

$$O(t)=e^{iHt}Oe^{-iHt}=\sum_{k\ge 0}\frac{(it)^k}{k!}L^k(O),\qquad L(X)=HX-XH.$$

How many independent operators can the repeated commutators produce? The full operator space has dimension $n^2$, but $O(t)$ never needs all of it once $n\ge 2$. In exact arithmetic, this limits the length of an operator Lanczos recursion for a finite-level quantum system. For a molecule or solid, replacing the true Hamiltonian by an $n\times n$ matrix is a separate approximation, about which the theorems say nothing.

In Lean 4 with Mathlib:

```lean
import Mathlib

open Matrix Module

namespace OperatorKrylov

noncomputable section

variable {n : ℕ}
```

## Commutators and transition frequencies

Operators are complex $n\times n$ matrices, with indices running from $0$ to $n-1$. The map $L$ is called `liouvillian` here; many texts include a factor such as $-i$ or $1/\hbar$, which leaves the span unchanged.

```lean
/-- The Liouvillian of `H`: the linear map sending an operator `X` to `H X - X H`. -/
def liouvillian (H : Matrix (Fin n) (Fin n) ℂ) :
    Module.End ℂ (Matrix (Fin n) (Fin n) ℂ) where
  toFun X := H * X - X * H
  map_add' X Y := by noncomm_ring
  map_smul' c X := by simp [smul_sub]
```

The Krylov space is the complex span of $L^k(O)$ over all natural $k$, starting with $O$ itself.

```lean
/-- The operator Krylov space: the span of `O` and all its repeated commutators with `H`. -/
def krylovSpace (H O : Matrix (Fin n) (Fin n) ℂ) :
    Submodule ℂ (Matrix (Fin n) (Fin n) ℂ) :=
  Submodule.span ℂ (Set.range fun k : ℕ => (liouvillian H ^ k) O)
```

Let $E_i$ be the energies and $M$ the matrix of $O$ in the energy basis. A Bohr frequency is a difference $E_i-E_j$. Only those with $M_{ij}\ne 0$ are collected, and equal values count once.

```lean
/-- The distinct Bohr frequencies `E i - E j` of the transitions for which the matrix
element `M i j` is nonzero. -/
def bohrFrequencies (E : Fin n → ℝ) (M : Matrix (Fin n) (Fin n) ℂ) : Finset ℂ :=
  (Finset.univ.filter fun p : Fin n × Fin n => M p.1 p.2 ≠ 0).image
    fun p => ((E p.1 - E p.2 : ℝ) : ℂ)
```

The part $M_w$ of $M$ at frequency $w$ keeps the entries with $E_i-E_j=w$ and sets the others to zero.

```lean
/-- The part of `M` at frequency `w`: only matrix elements with `E i - E j = w` are kept. -/
def frequencyPart (E : Fin n → ℝ) (M : Matrix (Fin n) (Fin n) ℂ) (w : ℂ) :
    Matrix (Fin n) (Fin n) ℂ :=
  Matrix.of fun i j => if ((E i - E j : ℝ) : ℂ) = w then M i j else 0
```

## Counting eigenvectors in a Krylov space

Suppose $v=\sum_{w\in S}v_w$, where $S$ is a finite set, $Lv_w=wv_w$ and every $v_w\ne0$. For any polynomial $p$,

$$p(L)v=\sum_{w\in S}p(w)v_w.$$

Taking $p(z)=z^k$ puts every $L^kv$ in the span of the $v_w$. Conversely, the Lagrange polynomial

$$\ell_w(z)=\prod_{u\in S,\,u\ne w}\frac{z-u}{w-u}$$

gives $\ell_w(L)v=v_w$, so each $v_w$ is a combination of the iterates. The two spans agree, and eigenvectors with distinct eigenvalues are independent, so the dimension is $|S|$.

In the proof, `hp` is the polynomial identity and `hspan` contains the two inclusions; `finrank` is the dimension.

```lean
/-- If a vector is a sum of nonzero eigenvectors of `L` with distinct eigenvalues, its Krylov
space has dimension equal to the number of these eigenvectors. -/
theorem finrank_krylov_of_eigenvectors {V : Type*} [AddCommGroup V] [Module ℂ V]
    (L : Module.End ℂ V) (S : Finset ℂ) (v : ℂ → V)
    (hL : ∀ w ∈ S, L (v w) = w • v w) (h0 : ∀ w ∈ S, v w ≠ 0) :
    finrank ℂ (Submodule.span ℂ (Set.range fun k : ℕ => (L ^ k) (∑ w ∈ S, v w)))
      = S.card := by
  have hvec : ∀ w ∈ S, L.HasEigenvector w (v w) := fun w hw =>
    ⟨Module.End.mem_eigenspace_iff.2 (hL w hw), h0 w hw⟩
  -- a polynomial in L acts on each component through its value at the eigenvalue
  have hp : ∀ p : Polynomial ℂ,
      Polynomial.aeval L p (∑ w ∈ S, v w) = ∑ w ∈ S, p.eval w • v w := by
    intro p
    rw [map_sum]
    exact Finset.sum_congr rfl fun w hw =>
      Module.End.aeval_apply_of_hasEigenvector (hvec w hw)
  have hspan : Submodule.span ℂ (Set.range fun k : ℕ => (L ^ k) (∑ w ∈ S, v w))
      = Submodule.span ℂ (Set.range fun w : S => v w) := by
    apply le_antisymm
    · rw [Submodule.span_le]
      rintro _ ⟨k, rfl⟩
      have h := hp (Polynomial.X ^ k)
      rw [map_pow, Polynomial.aeval_X] at h
      change (L ^ k) (∑ w ∈ S, v w) ∈ Submodule.span ℂ _
      rw [h]
      exact Submodule.sum_mem _ fun w hw =>
        Submodule.smul_mem _ _ (Submodule.subset_span ⟨⟨w, hw⟩, rfl⟩)
    · -- the Lagrange polynomial at w filters out the component v w
      rw [Submodule.span_le]
      rintro _ ⟨⟨w, hw⟩, rfl⟩
      have h := hp (Lagrange.basis S id w)
      have h2 : ∑ u ∈ S, (Lagrange.basis S id w).eval u • v u = v w := by
        rw [Finset.sum_eq_single_of_mem w hw]
        · have h3 : (Lagrange.basis S id w).eval w = 1 :=
            Lagrange.eval_basis_self (v := id) Function.injective_id.injOn hw
          rw [h3, one_smul]
        · intro u hu huw
          have h3 : (Lagrange.basis S id w).eval u = 0 :=
            Lagrange.eval_basis_of_ne (v := id) (Ne.symm huw) hu
          rw [h3, zero_smul]
      rw [h2] at h
      change v w ∈ Submodule.span ℂ _
      rw [← h, Polynomial.aeval_eq_sum_range, LinearMap.sum_apply]
      refine Submodule.sum_mem _ fun k _ => ?_
      rw [LinearMap.smul_apply]
      exact Submodule.smul_mem _ _ (Submodule.subset_span ⟨k, rfl⟩)
  rw [hspan, finrank_span_eq_card (Module.End.eigenvectors_linearIndependent' L
    (fun w : S => (w : ℂ)) Subtype.val_injective _ fun w => hvec w w.2), Fintype.card_coe]
```

## Each frequency part is an eigenvector

With $D=\mathrm{diag}(E)$,

$$(DM_w-M_wD)_{ij}=(E_i-E_j)(M_w)_{ij}=w(M_w)_{ij}.$$

The last equality holds because $(M_w)_{ij}$ vanishes unless $E_i-E_j=w$; `split_ifs` separates these two cases.

```lean
/-- The commutator of a diagonal Hamiltonian with the part of `M` at frequency `w` is
`w` times that part. -/
theorem commutator_frequencyPart (E : Fin n → ℝ) (M : Matrix (Fin n) (Fin n) ℂ) (w : ℂ) :
    diagonal (fun i => (E i : ℂ)) * frequencyPart E M w
      - frequencyPart E M w * diagonal (fun i => (E i : ℂ)) = w • frequencyPart E M w := by
  ext i j
  simp only [Matrix.sub_apply, diagonal_mul, mul_diagonal, Matrix.smul_apply, smul_eq_mul,
    frequencyPart, Matrix.of_apply]
  split_ifs with h
  · rw [← h]
    push_cast
    ring
  · ring
```

Every nonzero entry of $M$ belongs to exactly one part, so $\sum_w M_w=M$.

```lean
/-- An operator is the sum of its parts at the Bohr frequencies it contains. -/
theorem sum_frequencyPart (E : Fin n → ℝ) (M : Matrix (Fin n) (Fin n) ℂ) :
    ∑ w ∈ bohrFrequencies E M, frequencyPart E M w = M := by
  ext i j
  rw [Matrix.sum_apply]
  simp only [frequencyPart, Matrix.of_apply]
  rw [Finset.sum_ite_eq]
  split_ifs with h
  · rfl
  · by_contra hM
    exact h (Finset.mem_image.2
      ⟨(i, j), Finset.mem_filter.2 ⟨Finset.mem_univ _, fun h0 => hM h0.symm⟩, rfl⟩)
```

## The exact dimension

Write $H=UDU^\dagger$ with $U$ unitary, and $M=U^\dagger OU$. The operators $X_w=UM_wU^\dagger$ sum to $O$, and

$$HX_w-X_wH=U(DM_w-M_wD)U^\dagger=wX_w.$$

They are nonzero: $X_w=0$ would give $M_w=U^\dagger X_wU=0$, although $w$ was listed because of a nonzero entry. The Krylov dimension is therefore the number of listed frequencies. Degenerate energies are allowed, and $O$ need not be Hermitian.

```lean
/-- Let the unitary `U` diagonalise `H` with real energies `E`. The Krylov dimension of `O` is
the number of distinct Bohr frequencies at which `O` has a nonzero matrix element in the
energy basis. -/
theorem krylov_dimension_eq (U : Matrix (Fin n) (Fin n) ℂ) (E : Fin n → ℝ)
    (H O : Matrix (Fin n) (Fin n) ℂ) (hU : Uᴴ * U = 1)
    (hH : H = U * diagonal (fun i => (E i : ℂ)) * Uᴴ) :
    finrank ℂ (krylovSpace H O) = (bohrFrequencies E (Uᴴ * O * U)).card := by
  have hU' : U * Uᴴ = 1 := mul_eq_one_comm.1 hU
  -- products of operators can be taken in the energy basis
  have hmul : ∀ A B : Matrix (Fin n) (Fin n) ℂ,
      U * A * Uᴴ * (U * B * Uᴴ) = U * (A * B) * Uᴴ := by
    intro A B
    calc U * A * Uᴴ * (U * B * Uᴴ) = U * A * (Uᴴ * U) * B * Uᴴ := by
          simp only [Matrix.mul_assoc]
      _ = U * (A * B) * Uᴴ := by
          rw [hU, Matrix.mul_one]
          simp only [Matrix.mul_assoc]
  have hO : ∑ w ∈ bohrFrequencies E (Uᴴ * O * U),
      U * frequencyPart E (Uᴴ * O * U) w * Uᴴ = O := by
    rw [← Finset.sum_mul, ← Finset.mul_sum, sum_frequencyPart]
    calc U * (Uᴴ * O * U) * Uᴴ = (U * Uᴴ) * O * (U * Uᴴ) := by
          simp only [Matrix.mul_assoc]
      _ = O := by rw [hU', Matrix.one_mul, Matrix.mul_one]
  have key := finrank_krylov_of_eigenvectors (liouvillian H)
    (bohrFrequencies E (Uᴴ * O * U))
    (fun w => U * frequencyPart E (Uᴴ * O * U) w * Uᴴ) ?_ ?_
  · rw [hO] at key
    exact key
  · intro w _
    change H * (U * frequencyPart E (Uᴴ * O * U) w * Uᴴ)
      - (U * frequencyPart E (Uᴴ * O * U) w * Uᴴ) * H = _
    rw [hH, hmul, hmul, ← Matrix.sub_mul, ← Matrix.mul_sub, commutator_frequencyPart,
      Matrix.mul_smul, Matrix.smul_mul]
  · intro w hw h
    obtain ⟨p, hp, rfl⟩ := Finset.mem_image.1 hw
    have hB : ∀ B : Matrix (Fin n) (Fin n) ℂ, U * B * Uᴴ = 0 → B = 0 := by
      intro B hB
      calc B = (Uᴴ * U) * B * (Uᴴ * U) := by rw [hU, Matrix.one_mul, Matrix.mul_one]
        _ = Uᴴ * (U * B * Uᴴ) * U := by simp only [Matrix.mul_assoc]
        _ = 0 := by rw [hB, Matrix.mul_zero, Matrix.zero_mul]
    have h1 := congrFun (congrFun (hB _ h) p.1) p.2
    simp only [frequencyPart, Matrix.of_apply, if_true, Matrix.zero_apply] at h1
    exact (Finset.mem_filter.1 hp).2 h1
```

## The upper bound

The $n$ diagonal pairs all have frequency zero. The remaining $n(n-1)$ ordered pairs add at most one frequency each, giving at most $n^2-n+1$.

```lean
/-- An `n`-level system has at most `n² - n + 1` distinct Bohr frequencies. -/
theorem card_bohrFrequencies_le (E : Fin n → ℝ) (M : Matrix (Fin n) (Fin n) ℂ) :
    (bohrFrequencies E M).card ≤ n ^ 2 - n + 1 := by
  -- all diagonal pairs share the frequency zero
  have hsub : bohrFrequencies E M ⊆ insert 0 ((Finset.univ : Finset (Fin n)).offDiag.image
      fun p => ((E p.1 - E p.2 : ℝ) : ℂ)) := by
    intro w hw
    obtain ⟨p, _, rfl⟩ := Finset.mem_image.1 hw
    by_cases h : p.1 = p.2
    · simp [h]
    · exact Finset.mem_insert_of_mem (Finset.mem_image.2 ⟨p, by simp [h], rfl⟩)
  refine (Finset.card_le_card hsub).trans ((Finset.card_insert_le _ _).trans ?_)
  have h := Finset.card_image_le (s := (Finset.univ : Finset (Fin n)).offDiag)
    (f := fun p => ((E p.1 - E p.2 : ℝ) : ℂ))
  rw [Finset.offDiag_card, Finset.card_univ, Fintype.card_fin, ← pow_two] at h
  exact Nat.add_le_add_right h 1
```

For Hermitian $H$, the spectral theorem supplies $U$ and the real energies, so the bound holds for every $O$.

```lean
/-- For a Hermitian `H` on an `n`-dimensional space, the Krylov space of every operator `O`
has dimension at most `n² - n + 1`. -/
theorem krylov_dimension_le (H O : Matrix (Fin n) (Fin n) ℂ) (hH : H.IsHermitian) :
    finrank ℂ (krylovSpace H O) ≤ n ^ 2 - n + 1 := by
  have hs := hH.spectral_theorem
  rw [Unitary.conjStarAlgAut_apply] at hs
  have hU := Matrix.mem_unitaryGroup_iff'.1 hH.eigenvectorUnitary.2
  rw [krylov_dimension_eq _ hH.eigenvalues H O hU hs]
  exact card_bohrFrequencies_le _ _
```

## Levels that attain the bound

Take energies $3^i$. If $3^a-3^b=3^c-3^d$ with $a\ne b$, then

$$3^a+3^d=3^c+3^b.$$

Two powers with exponents below $z$ sum to at most $2\cdot3^{z-1}<3^z$, so the largest exponents on the two sides agree. Since $a\ne b$, this leaves $a=c$, $d=b$ or $d=c$. Cancelling the equal terms gives $a=c$ and $b=d$ in the first two cases, and the contradiction $a=b$ in the third.

```lean
/-- Among the levels `3^a`, a gap between two different levels determines both levels. -/
theorem gap_determines_levels {a b c d : ℕ} (h : 3 ^ a + 3 ^ d = 3 ^ c + 3 ^ b)
    (hab : a ≠ b) : a = c ∧ b = d := by
  have inj : ∀ x y : ℕ, 3 ^ x = 3 ^ y → x = y := fun x y hxy =>
    Nat.pow_right_injective (by norm_num : 2 ≤ 3) hxy
  have key : ∀ x y z : ℕ, x < z → y < z → 3 ^ x + 3 ^ y < 3 ^ z := by
    intro x y z hx hy
    obtain ⟨m, rfl⟩ : ∃ m, z = m + 1 := ⟨z - 1, by omega⟩
    have h1 : 3 ^ x ≤ 3 ^ m := Nat.pow_le_pow_right (by norm_num) (by omega)
    have h2 : 3 ^ y ≤ 3 ^ m := Nat.pow_le_pow_right (by norm_num) (by omega)
    have h3 : 0 < 3 ^ m := by positivity
    rw [pow_succ]
    omega
  have pa : 0 < 3 ^ a := by positivity
  have pb : 0 < 3 ^ b := by positivity
  have pc : 0 < 3 ^ c := by positivity
  have pd : 0 < 3 ^ d := by positivity
  -- the larger exponents on the two sides agree
  have k1 : ¬(a < c ∧ d < c) := fun q => by have := key a d c q.1 q.2; omega
  have k2 : ¬(a < b ∧ d < b) := fun q => by have := key a d b q.1 q.2; omega
  have k3 : ¬(c < a ∧ b < a) := fun q => by have := key c b a q.1 q.2; omega
  have k4 : ¬(c < d ∧ b < d) := fun q => by have := key c b d q.1 q.2; omega
  have hcase : a = c ∨ d = b ∨ d = c := by omega
  rcases hcase with rfl | rfl | rfl
  · exact ⟨rfl, inj _ _ (by omega)⟩
  · exact ⟨inj _ _ (by omega), rfl⟩
  · exact absurd (inj a b (by omega)) hab
```

Now let every entry of $O$ be one. The $n(n-1)$ off-diagonal frequencies are distinct and nonzero, and for $n\ge1$ a diagonal entry contributes zero. Here $H$ is already diagonal, so $U=1$.

```lean
/-- The bound is attained for every `n ≥ 1`: by the Hamiltonian with levels `1, 3, 9, …` and the
operator whose matrix elements all equal one. -/
theorem krylov_bound_attained (hn : 1 ≤ n) :
    finrank ℂ (krylovSpace (diagonal fun i : Fin n => (3 : ℂ) ^ (i : ℕ))
      (Matrix.of fun _ _ => 1)) = n ^ 2 - n + 1 := by
  rw [krylov_dimension_eq 1 (fun i : Fin n => (3 : ℝ) ^ (i : ℕ)) _ _ (by simp) (by simp)]
  refine le_antisymm (card_bohrFrequencies_le _ _) ?_
  let f : Fin n × Fin n → ℂ := fun p => (((3 : ℝ) ^ (p.1 : ℕ) - 3 ^ (p.2 : ℕ) : ℝ) : ℂ)
  -- different transitions have different frequencies
  have hinj : Set.InjOn f ((Finset.univ : Finset (Fin n)).offDiag : Set (Fin n × Fin n)) := by
    intro p hp q _ hpq
    have hne : p.1 ≠ p.2 := (Finset.mem_offDiag.1 (Finset.mem_coe.1 hp)).2.2
    have h1 : (3 : ℝ) ^ (p.1 : ℕ) - 3 ^ (p.2 : ℕ) = 3 ^ (q.1 : ℕ) - 3 ^ (q.2 : ℕ) :=
      Complex.ofReal_injective hpq
    have h2 : (3 : ℝ) ^ (p.1 : ℕ) + 3 ^ (q.2 : ℕ) = 3 ^ (q.1 : ℕ) + 3 ^ (p.2 : ℕ) := by
      linarith
    have h3 := gap_determines_levels (by exact_mod_cast h2) (fun h => hne (Fin.ext h))
    exact Prod.ext (Fin.ext h3.1) (Fin.ext h3.2)
  have hzero : (0 : ℂ) ∉ (Finset.univ : Finset (Fin n)).offDiag.image f := by
    intro h
    obtain ⟨p, hp, h0⟩ := Finset.mem_image.1 h
    have h1 : (3 : ℝ) ^ (p.1 : ℕ) - 3 ^ (p.2 : ℕ) = 0 := Complex.ofReal_eq_zero.1 h0
    have h2 : (3 : ℝ) ^ (p.1 : ℕ) = 3 ^ (p.2 : ℕ) := by linarith
    have h3 : 3 ^ (p.1 : ℕ) = 3 ^ (p.2 : ℕ) := by exact_mod_cast h2
    exact (Finset.mem_offDiag.1 hp).2.2
      (Fin.ext (Nat.pow_right_injective (by norm_num : 2 ≤ 3) h3))
  have hcard : (insert 0 ((Finset.univ : Finset (Fin n)).offDiag.image f)).card
      = n ^ 2 - n + 1 := by
    rw [Finset.card_insert_of_notMem hzero, Finset.card_image_of_injOn hinj,
      Finset.offDiag_card, Finset.card_univ, Fintype.card_fin, ← pow_two]
  rw [← hcard]
  apply Finset.card_le_card
  intro w hw
  rcases Finset.mem_insert.1 hw with rfl | hw
  · exact Finset.mem_image.2 ⟨(⟨0, hn⟩, ⟨0, hn⟩), by simp, by simp⟩
  · obtain ⟨p, _, rfl⟩ := Finset.mem_image.1 hw
    exact Finset.mem_image.2 ⟨p, by simp, rfl⟩

end

end OperatorKrylov
```

```lean
#print axioms OperatorKrylov.krylov_dimension_le
#print axioms OperatorKrylov.krylov_bound_attained
```

```
'OperatorKrylov.krylov_dimension_le' depends on axioms: [propext, Classical.choice, Quot.sound]
'OperatorKrylov.krylov_bound_attained' depends on axioms: [propext, Classical.choice, Quot.sound]
```

## A qubit Lanczos recursion

Take $H=\tfrac{\omega}{2}\sigma_z$ with $\omega>0$, $O=\sigma_x+\sigma_z$ and the inner product $\mathrm{Tr}(A^\dagger B)$. Lanczos produces the normalised operators

$$\tfrac12(\sigma_x+\sigma_z),\qquad \tfrac{i}{\sqrt2}\sigma_y,\qquad \tfrac12(\sigma_x-\sigma_z),$$

with both coupling coefficients equal to $\omega/\sqrt2$. The next residual is zero. The number of operators equals the number of frequencies $0,\omega,-\omega$ and attains the bound $2^2-2+1=3$.

The Krylov space could also have been defined from the first $m$ iterates only, as in a recursion stopped early. Its dimension would then be the smaller of $m$ and the number of frequencies.
